# Thickness sensitivity of capacitor-model slab permittivities: below 1 in plane, s − 1 out of plane for permittivity s

A slab calculation in a periodic cell gives the permittivity of slab and vacuum together. To assign a permittivity to the slab alone, a post-processing script needs a slab thickness, and for a layer a few atoms thick that number is partly a matter of convention. If the script treats the in-plane and out-of-plane components as equally tolerant of this choice, it can report an out-of-plane value that is mostly an artefact of the thickness, or even a negative one.

Take a cell of height 20 Å with supercell permittivities 2 in plane and 1.25 out of plane. The extracted slab values are:

| Assumed thickness (Å) | In-plane | Out-of-plane |
|---|---|---|
| 5.0 | 5.00 | 5 |
| 4.5 | 5.44 | 9 |
| 4.2 | 5.76 | 21 |
| 3.8 | 6.26 | −19 |

The first row looks harmless, with both components equal to 5. Reducing the thickness by 10% raises the in-plane value by about 9% and the out-of-plane value by 80%.

## The two sensitivities and the threshold

Let $L>0$ be the cell height, $A>1$ and $B>1$ the in-plane and out-of-plane supercell permittivities, and $d$ the assumed slab thickness. All permittivities are relative to vacuum. The extracted slab values are

$$p(d)=1+\frac{L}{d}(A-1),\qquad s(d)=\frac{1}{1-\frac{L}{d}\left(1-\frac1B\right)}.$$

Define the threshold thickness $t=L(1-1/B)$, which satisfies $0<t<L$. With $L$, $A$ and $B$ held fixed, every $d>t$ obeys

$$-\frac{d\,p'(d)}{p(d)}=\frac{p-1}{p}\in(0,1),\qquad -\frac{d\,s'(d)}{s(d)}=s-1.$$

The left-hand sides are the relative increase of the permittivity per relative decrease of the thickness, to first order. For $d>t$, the out-of-plane sensitivity exceeds 1 exactly when $d<2t$. As $d$ falls to $t$, $s$ tends to $+\infty$, and for $0<d<t$ it is negative.

## Where a post-processing code meets the threshold

The result bears on any script that converts a supercell dielectric tensor into slab values with these formulas, which treat the cell as two uniform layers with sharp boundaries. Such a script can compute $t$ from $L$ and $B$ before it uses $d$, reject $d\le t$, and print $s-1$ next to $s$ as the factor by which a small relative thickness error is multiplied.

That factor is local. In the table, $s-1=4$ at 5 Å predicts a 40% rise for a 10% reduction, while the actual rise is 80%. For a finite uncertainty in $d$, the formula should be evaluated at both ends of the interval, provided that both lie above $t$.

## From capacitor relations to sensitivities

For a field parallel to the slab, the electric field is the same in slab and vacuum, so the permittivities average with the layer thicknesses as weights:

$$LA=dp+(L-d).$$

Subtracting $L$ gives $L(A-1)=d(p-1)$, and division by $d$ gives the formula for $p$.

For a field normal to the slab, the displacement is the same in both layers, so the inverse permittivities average:

$$\frac{L}{B}=\frac{d}{s}+(L-d).$$

Hence $d/s=d-L(1-1/B)=d-t$, which gives

$$s\,(d-t)=d,\qquad s=\frac{d}{d-t}=\frac{1}{1-t/d}.$$

At $d=t$ the relation has no solution. Multiplied by $Bs$, it reads $Ls=B\,[d+(L-d)s]$. Since $Bt=BL-L$ and $B(L-t)=L$, setting $d=t$ turns it into $Ls=L(B-1)+Ls$, which is false for $B>1$.

For the in-plane derivative, $p-1=L(A-1)/d$ gives

$$p'=-\frac{L(A-1)}{d^2}=-\frac{p-1}{d}.$$

Multiplication by $-d/p$ gives $(p-1)/p$. This lies between 0 and 1 because $p>1$.

For the out-of-plane derivative, write $s=1/g$ with $g=1-t/d$. Then $g'=t/d^2=(1-g)/d$, so

$$s'=-\frac{g'}{g^2}=-\frac{s^2(1-1/s)}{d}=-\frac{s(s-1)}{d}.$$

Multiplication by $-d/s$ gives $s-1$.

For $d>t$, the condition $s-1>1$ means $d/(d-t)>2$, that is, $d<2t$. Also $s=d/(d-t)>t/(d-t)$, and the right-hand side grows without bound as $d$ decreases to $t$. For $0<d<t$ the numerator of $d/(d-t)$ is positive and the denominator negative, so $s<0$.

## The Lean file

```lean
import Mathlib

open Filter Topology

namespace SlabThicknessSensitivity

noncomputable section

/-- In-plane permittivity assigned to a slab of assumed thickness `d ≠ 0`, from the in-plane
permittivity `A` of a supercell of height `L`. -/
def inPlane (L A d : ℝ) : ℝ := 1 + (L / d) * (A - 1)

/-- Out-of-plane permittivity assigned to a slab of assumed thickness `d`, from the out-of-plane
permittivity `B` of a supercell of height `L`; the domain is `B ≠ 0`, `d ≠ 0` and
`d ≠ L (1 - 1/B)`. -/
def outOfPlane (L B d : ℝ) : ℝ := 1 / (1 - (L / d) * (1 - 1 / B))

/-- The threshold thickness `L (1 - 1/B)`, for `B ≠ 0`. -/
def threshold (L B : ℝ) : ℝ := L * (1 - 1 / B)

/-- Relative decrease of `f` per relative increase of the thickness, `-d f'(d) / f(d)`, for `f`
differentiable at `d ≠ 0` with `f d ≠ 0`. -/
def sensitivity (f : ℝ → ℝ) (d : ℝ) : ℝ := -(d * deriv f d / f d)

variable {L A B d : ℝ}

/-- Capacitors in parallel, `L A = d p + (L - d)`: for `d ≠ 0`, the in-plane formula is the only
solution `p` of this relation. -/
theorem parallel_iff (hd : d ≠ 0) (p : ℝ) :
    L * A = d * p + (L - d) ↔ p = inPlane L A d := by
  have hm : d * inPlane L A d = d + L * (A - 1) := by
    unfold inPlane
    linear_combination L * (A - 1) * (mul_inv_cancel₀ hd)
  constructor
  · intro h
    apply mul_left_cancel₀ hd
    linear_combination -h - hm
  · intro h
    rw [h]
    linear_combination -hm

/-- For a nonzero thickness away from the threshold, the out-of-plane permittivity times the
distance `d - threshold` equals `d`. -/
theorem outOfPlane_mul (hd : d ≠ 0) (h : d ≠ threshold L B) :
    outOfPlane L B d * (d - threshold L B) = d := by
  have h' : d - threshold L B ≠ 0 := sub_ne_zero.mpr h
  have e : 1 - (L / d) * (1 - 1 / B) = (d - threshold L B) / d := by
    rw [sub_div, div_self hd, threshold]
    ring
  rw [outOfPlane, e, one_div_div]
  field_simp

lemma mul_threshold (hB : B ≠ 0) : B * threshold L B = B * L - L := by
  unfold threshold
  linear_combination (-L) * (mul_one_div_cancel hB)

/-- Capacitors in series, `L/B = d/s + (L - d)` cleared of denominators: for nonzero `B` and `d`,
and `d` away from the threshold, the out-of-plane formula is its only solution `s`. -/
theorem series_iff (hB : B ≠ 0) (hd : d ≠ 0) (h : d ≠ threshold L B) (s : ℝ) :
    L * s = B * (d + (L - d) * s) ↔ s = outOfPlane L B d := by
  have hm := outOfPlane_mul hd h
  have ht := mul_threshold (L := L) hB
  constructor
  · intro hs
    apply mul_right_cancel₀ (mul_ne_zero hB (sub_ne_zero.mpr h))
    linear_combination hs - B * hm - s * ht
  · intro hs
    rw [hs]
    linear_combination B * hm + outOfPlane L B d * ht

/-- For `L > 0` and `B > 1` the threshold thickness is positive and smaller than the cell height,
and at this thickness no slab permittivity `s` satisfies the series-capacitor relation. -/
theorem threshold_singular (hL : 0 < L) (hB : 1 < B) :
    0 < threshold L B ∧ threshold L B < L ∧
      ∀ s : ℝ, L * s ≠ B * (threshold L B + (L - threshold L B) * s) := by
  have hB0 : 0 < B := by linarith
  have ht := mul_threshold (L := L) hB0.ne'
  have hpos : 0 < L * (B - 1) := mul_pos hL (sub_pos.mpr hB)
  refine ⟨?_, ?_, ?_⟩
  · by_contra hn
    nlinarith [mul_nonneg hB0.le (neg_nonneg.mpr (not_lt.mp hn))]
  · by_contra hn
    nlinarith [mul_nonneg hB0.le (sub_nonneg.mpr (not_lt.mp hn))]
  · intro s hs
    -- the unknown `s` drops out and leaves a false equation
    have h0 : B * L - L = 0 := by linear_combination -hs + (s - 1) * ht
    linarith

/-- At nonzero thickness the in-plane permittivity `p` has derivative `-(p - 1)/d`. -/
theorem hasDerivAt_inPlane (hd : d ≠ 0) :
    HasDerivAt (inPlane L A) (-(inPlane L A d - 1) / d) d := by
  have hf : inPlane L A = fun x => 1 + L * x⁻¹ * (A - 1) := by
    funext x
    simp only [inPlane, div_eq_mul_inv]
  have h : HasDerivAt (inPlane L A) (L * (-(d ^ 2)⁻¹) * (A - 1)) d := by
    rw [hf]
    exact (((hasDerivAt_inv hd).const_mul L).mul_const (A - 1)).const_add 1
  exact h.congr_deriv (by unfold inPlane; ring)

/-- At nonzero thickness away from the threshold, the out-of-plane permittivity `s` has derivative
`-s (s - 1)/d`. -/
theorem hasDerivAt_outOfPlane (hd : d ≠ 0) (h : d ≠ threshold L B) :
    HasDerivAt (outOfPlane L B)
      (-(outOfPlane L B d * (outOfPlane L B d - 1)) / d) d := by
  have hf : outOfPlane L B = fun x => (1 - L * x⁻¹ * (1 - 1 / B))⁻¹ := by
    funext x
    simp only [outOfPlane, div_eq_mul_inv, one_mul]
  have hg : 1 - L * d⁻¹ * (1 - 1 / B) ≠ 0 := by
    intro h0
    apply h
    unfold threshold
    linear_combination d * h0 + L * (1 - 1 / B) * (mul_inv_cancel₀ hd)
  have h0 : HasDerivAt (fun x => 1 - L * x⁻¹ * (1 - 1 / B))
      (L * (d ^ 2)⁻¹ * (1 - 1 / B)) d :=
    ((((hasDerivAt_inv hd).const_mul L).mul_const (1 - 1 / B)).const_sub 1).congr_deriv
      (by ring)
  have h1 : HasDerivAt (outOfPlane L B)
      (-(L * (d ^ 2)⁻¹ * (1 - 1 / B)) / (1 - L * d⁻¹ * (1 - 1 / B)) ^ 2) d := by
    rw [hf]
    exact h0.fun_inv hg
  -- rewrite the derivative through the denominator `g = 1/s`
  have key : ∀ g : ℝ, g ≠ 0 → 1 - L * d⁻¹ * (1 - 1 / B) = g →
      -(L * (d ^ 2)⁻¹ * (1 - 1 / B)) / g ^ 2 = -(1 / g * (1 / g - 1)) / d := by
    intro g hg0 hG
    linear_combination (g⁻¹ ^ 2 / d) * hG + (g⁻¹ / d) * (inv_mul_cancel₀ hg0)
  have ho : outOfPlane L B d = 1 / (1 - L * d⁻¹ * (1 - 1 / B)) := by
    rw [outOfPlane, div_eq_mul_inv L d]
  exact h1.congr_deriv (by rw [ho]; exact key _ hg rfl)

/-- For `L > 0`, `A, B > 1` and an assumed thickness above the threshold, the in-plane sensitivity
is `(p - 1)/p`, between 0 and 1, while the out-of-plane sensitivity is `s - 1`. -/
theorem thickness_sensitivity (hL : 0 < L) (hA : 1 < A) (hB : 1 < B)
    (hd : threshold L B < d) :
    sensitivity (inPlane L A) d = (inPlane L A d - 1) / inPlane L A d ∧
      0 < sensitivity (inPlane L A) d ∧ sensitivity (inPlane L A) d < 1 ∧
      sensitivity (outOfPlane L B) d = outOfPlane L B d - 1 := by
  have hd0 : 0 < d := (threshold_singular hL hB).1.trans hd
  have hp : 1 < inPlane L A d := by
    have := mul_pos (div_pos hL hd0) (sub_pos.mpr hA)
    unfold inPlane
    linarith
  have hs : outOfPlane L B d ≠ 0 := by
    intro h0
    have hm := outOfPlane_mul hd0.ne' hd.ne'
    rw [h0, zero_mul] at hm
    exact hd0.ne hm
  have e : sensitivity (inPlane L A) d = (inPlane L A d - 1) / inPlane L A d := by
    rw [sensitivity, (hasDerivAt_inPlane hd0.ne').deriv, ← mul_div_assoc,
      mul_div_cancel_left₀ _ hd0.ne']
    ring
  refine ⟨e, ?_, ?_, ?_⟩
  · rw [e]
    exact div_pos (by linarith) (by linarith)
  · rw [e, div_lt_one (by linarith)]
    linarith
  · rw [sensitivity, (hasDerivAt_outOfPlane hd0.ne' hd.ne').deriv, ← mul_div_assoc,
      mul_div_cancel_left₀ _ hd0.ne', neg_div, neg_neg, mul_div_cancel_left₀ _ hs]

/-- For `L > 0`, `B > 1` and a thickness above the threshold, the out-of-plane sensitivity exceeds
1 exactly when the thickness is less than twice the threshold. -/
theorem one_lt_sensitivity_iff (hL : 0 < L) (hB : 1 < B) (hd : threshold L B < d) :
    1 < sensitivity (outOfPlane L B) d ↔ d < 2 * threshold L B := by
  have hd0 : 0 < d := (threshold_singular hL hB).1.trans hd
  have hm := outOfPlane_mul hd0.ne' hd.ne'
  rw [(thickness_sensitivity hL hB hB hd).2.2.2]
  constructor
  · intro h
    have h2 : 0 < outOfPlane L B d - 2 := by linarith
    nlinarith [mul_pos h2 (sub_pos.mpr hd)]
  · intro h
    by_contra hn
    have h2 : 0 ≤ 2 - outOfPlane L B d := by linarith [not_lt.mp hn]
    nlinarith [mul_nonneg h2 (sub_pos.mpr hd).le]

/-- For `L > 0` and `B > 1` the out-of-plane permittivity tends to `+∞` as the assumed thickness
decreases to the threshold. -/
theorem outOfPlane_diverges (hL : 0 < L) (hB : 1 < B) :
    Tendsto (outOfPlane L B) (𝓝[>] (threshold L B)) atTop := by
  have ht := (threshold_singular hL hB).1
  have h0 : Tendsto (fun x : ℝ => x - threshold L B) (𝓝 (threshold L B))
      (𝓝 (threshold L B - threshold L B)) :=
    Continuous.tendsto (by fun_prop) (threshold L B)
  rw [sub_self] at h0
  have h1 : Tendsto (fun x : ℝ => x - threshold L B) (𝓝[>] (threshold L B)) (𝓝[>] 0) := by
    refine tendsto_nhdsWithin_iff.mpr ⟨h0.mono_left nhdsWithin_le_nhds, ?_⟩
    filter_upwards [self_mem_nhdsWithin] with x hx
    have hx' : threshold L B < x := hx
    exact Set.mem_Ioi.mpr (sub_pos.mpr hx')
  -- compare with the diverging function `threshold / (x - threshold)`
  refine tendsto_atTop_mono' _ ?_ ((tendsto_inv_nhdsGT_zero.comp h1).const_mul_atTop ht)
  filter_upwards [self_mem_nhdsWithin] with x hx
  have hx' : threshold L B < x := hx
  change threshold L B * (x - threshold L B)⁻¹ ≤ outOfPlane L B x
  rw [← div_eq_mul_inv, div_le_iff₀ (sub_pos.mpr hx'),
    outOfPlane_mul (ht.trans hx').ne' hx'.ne']
  exact hx'.le

/-- A positive assumed thickness below the threshold gives a negative out-of-plane
permittivity. -/
theorem outOfPlane_neg (hd : 0 < d) (h : d < threshold L B) : outOfPlane L B d < 0 := by
  have hm := outOfPlane_mul hd.ne' h.ne
  by_contra hn
  nlinarith [mul_nonneg (not_lt.mp hn) (sub_pos.mpr h).le]

end

end SlabThicknessSensitivity
```

```lean
#print axioms SlabThicknessSensitivity.series_iff
-- 'SlabThicknessSensitivity.series_iff' depends on axioms: [propext, Classical.choice, Quot.sound]
#print axioms SlabThicknessSensitivity.one_lt_sensitivity_iff
-- 'SlabThicknessSensitivity.one_lt_sensitivity_iff' depends on axioms: [propext, Classical.choice, Quot.sound]
#print axioms SlabThicknessSensitivity.outOfPlane_diverges
-- 'SlabThicknessSensitivity.outOfPlane_diverges' depends on axioms: [propext, Classical.choice, Quot.sound]
#print axioms SlabThicknessSensitivity.outOfPlane_neg
-- 'SlabThicknessSensitivity.outOfPlane_neg' depends on axioms: [propext, Classical.choice, Quot.sound]
```

## What the theorems say about a slab

The functions `inPlane L A` and `outOfPlane L B` are $p$ and $s$ as functions of thickness, `threshold L B` is $t$, and `sensitivity f d` is $-d f'(d)/f(d)$. All quantities are real numbers.

`parallel_iff` and `series_iff` tie the formulas to the capacitor relations: away from the excluded thicknesses, each formula is the only solution of its relation. The series relation appears with its denominators cleared. `threshold_singular` places $t$ between 0 and $L$ and shows that no slab permittivity solves the series relation there. This matters because Lean assigns the value 0 to `1 / 0`, so the bare formula would return a number at the threshold.

`thickness_sensitivity` contains both sensitivities and the bounds on the in-plane one. `one_lt_sensitivity_iff` gives the criterion $d<2t$. In `outOfPlane_diverges`, the filter `𝓝[>] (threshold L B)` means that the thickness approaches $t$ from above, and `atTop` means $+\infty$. `outOfPlane_neg` gives the sign below the threshold.

The conditions $A>1$ and $B>1$ say that the cell responds more strongly than vacuum in both directions, as expected for a static electronic response. The capacitor relations themselves are assumed; they are not derived from a microscopic calculation. The theorems therefore leave open how well two uniform layers describe a real surface, which thickness to choose, and whether $A$ and $B$ are converged. They keep $A$ and $B$ fixed while $d$ varies, and they address neither complex permittivities at finite frequency nor floating-point rounding. They also allow $d>L$, where the vacuum layer would have negative thickness, so a code needs its own check for that.

## A thickness below the threshold breaks the factor-of-two criterion

In `one_lt_sensitivity_iff`, it is not enough to require that $d$ be positive and different from $t$. With $L=20$ and $B=1.25$, the threshold is $t=4$. At $d=2$ the formula gives $s=2/(2-4)=-1$, so the sensitivity is $-2$. The inequality $d<2t$ holds, but the sensitivity does not exceed 1. A script that tests only $d<2t$ would file this case under strong sensitivity, although the extracted permittivity already has the wrong sign.

## How the Lean proofs carry out the algebra

`outOfPlane_mul` is the identity $s(d-t)=d$, and most of the out-of-plane results use it. `mul_threshold` is $Bt=BL-L$. In the forward direction of the two equivalences, a cancellation lemma reduces the goal to the desired equation multiplied by a nonzero factor: $d$ in the parallel case and $B(d-t)$ in the series case. `linear_combination` then checks that this multiplied equation is a stated combination of known ones. The converse directions substitute the formula and use `linear_combination` directly. The same tactic eliminates $s$ in `threshold_singular`.

`thickness_sensitivity` first establishes $d>0$, $p>1$ and $s\neq0$. It then inserts the two derivatives and cancels the common factors. `one_lt_sensitivity_iff` replaces the sensitivity by $s-1$ and multiplies the sign of $s-2$ by the positive distance $d-t$; `nlinarith` completes the comparison. The divergence proof uses the lower bound $t/(d-t)$ through `tendsto_atTop_mono'`. For the negative sign, the proof supposes $s\ge0$, which would make $s(d-t)$ nonpositive although it equals $d>0$.

### `HasDerivAt` and the form of a derivative

The definition of `sensitivity` contains `deriv f d`, the derivative as a number. The proofs reach that number through `HasDerivAt f m d`, the statement that `f` is differentiable at `d` with derivative `m`. Mathlib builds such statements along the structure of the function: `hasDerivAt_inv` differentiates $1/x$, while `const_mul`, `mul_const` and `const_add` add the constants. For $s$, `const_sub` gives the derivative of the denominator $g$, and `fun_inv` differentiates its inverse, which requires $g\neq0$.

The derivative obtained this way is an expression in $L$, $B$ and $d$, whereas the sensitivity needs $-s(s-1)/d$. `congr_deriv` exchanges one expression for the other once they are proved equal. In the out-of-plane case the local statement `key` supplies that equality, and it corresponds to the substitution $t/d=1-g$ in the derivation. Finally, `.deriv` turns the `HasDerivAt` statement into the equation for `deriv` that `thickness_sensitivity` inserts.
